# Under a Hamiltonian linear in the spin, the mean spin precesses as a classical vector

**Q:** I'm simulating a spin-7/2 nucleus in a shaped magnetic pulse, and I only need its mean spin. My code drops the eight complex amplitudes and advances three real numbers instead: at each step of length \(h\) it rotates the vector \(m\) about the midpoint field \(b(t+h/2)\) by the angle \(|b(t+h/2)|\,h\). Why is a classical equation allowed here, when the spin is neither large nor in a special state?

**A:** Because the Hamiltonian is linear in the spin. Take Hermitian matrices \(J_0,J_1,J_2\) with \([J_0,J_1]=iJ_2\) and its cyclic versions, in units with \(\hbar=1\), and let \(i\psi'=(b(t)\cdot J)\psi\) for a real vector \(b(t)\). Write \(\langle A\rangle=\langle\psi,A\psi\rangle\) and \(m_i=\langle J_i\rangle\). For a Hermitian \(H(t)\) and a fixed matrix \(A\), the product rule gives

\[
\frac{d}{dt}\langle A\rangle=\langle -iH\psi,A\psi\rangle+\langle\psi,A(-iH\psi)\rangle
= i\langle HA\rangle-i\langle AH\rangle=\langle i[H,A]\rangle .
\]

For real vectors \(a\) and \(b\), expanding the commutator and collecting terms gives

\[
[a\cdot J,b\cdot J]=i(a_0b_1-a_1b_0)J_2+i(a_1b_2-a_2b_1)J_0+i(a_2b_0-a_0b_2)J_1=i(a\times b)\cdot J .
\]

Now put \(H=b\cdot J\) and \(A=a\cdot J\) with \(a\) fixed. Then \(i[H,A]=i\cdot i\,(b\times a)\cdot J=(a\times b)\cdot J\), so

\[
(a\cdot m)'=(a\times b)\cdot m=a\cdot(b\times m).
\]

Choosing the three coordinate axes for \(a\) gives \(m'=b\times m\). The equation closes on \(m\), whatever the state.

**Q:** That convinces me by hand. What does the Lean version take as a spin?

**A:** Any finite index type `n` labels the basis states, so the matrix size is free.

```lean
import Mathlib

open Matrix

namespace MeanSpinTorque

noncomputable section

variable {n k : Type*} [Fintype n] [Fintype k]
```

The hypothesis on the matrices is hermiticity and the three commutators. They are the algebra of rotation generators, assumed here and not derived from rotations.

```lean
/-- Three Hermitian matrices obeying the cyclic angular momentum relations (with ħ = 1). -/
structure IsSpinTriple (J : Fin 3 → Matrix n n ℂ) : Prop where
  hermitian : ∀ i, (J i).IsHermitian
  comm01 : J 0 * J 1 - J 1 * J 0 = Complex.I • J 2
  comm12 : J 1 * J 2 - J 2 * J 1 = Complex.I • J 0
  comm20 : J 2 * J 0 - J 0 * J 2 = Complex.I • J 1
```

**Q:** Nothing there says that the matrices describe one irreducible spin \(j\).

**A:** No, and nothing needs to. The total spin matrices of several particles also qualify. The Hamiltonian is \(b\cdot J\) with this total \(J\) if the particles have the same gyromagnetic ratio, feel the same field and don't interact. Three zero matrices qualify too, and for them the law reads \(0=0\).

**Q:** And the sign of the field? My magnetic moment is \(\gamma J\).

**A:** The code fixes the Hamiltonian as \(+b\cdot J\), with \(b\) an angular frequency vector. For your moment in a magnetic field \(B\), \(H=-\gamma B\cdot J\), so \(b=-\gamma B\) and the law becomes \(m'=\gamma\,m\times B\).

```lean
/-- The operator `b · J`, the spin component along a real vector `b`. -/
def along (J : Fin 3 → Matrix n n ℂ) (b : Fin 3 → ℝ) : Matrix n n ℂ :=
  ∑ i, (b i : ℂ) • J i
```

**Q:** Is the expectation value divided by the norm?

**A:** It isn't. `expect` is the bare sesquilinear form, and `meanSpin` keeps its real part. For an unnormalised state, divide \(m\) by \(\langle\psi,\psi\rangle\), which is constant under a Hermitian Hamiltonian; the precession law keeps its form.

```lean
/-- The expectation value `⟨ψ, A ψ⟩`. -/
def expect (A : Matrix n n ℂ) (ψ : n → ℂ) : ℂ := star ψ ⬝ᵥ (A *ᵥ ψ)

/-- The mean spin vector, with components the real parts of `⟨ψ, Jᵢ ψ⟩`. -/
def meanSpin (J : Fin 3 → Matrix n n ℂ) (ψ : n → ℂ) : Fin 3 → ℝ :=
  fun i => (expect (J i) ψ).re
```

**Q:** How is the Schrödinger equation expressed? My pulses sometimes have sharp edges.

**A:** It says that \(\psi\) has the derivative \(-iH(t)\psi(t)\) at every real time. No continuity of \(b\) is required, but a solution in this sense is assumed to exist. At a sharp edge \(\psi\) usually has a kink, so the theorems don't apply to the whole pulse at once. If the field is continuous on each segment up to its ends, extend it from there to all times by constant values, apply the theorems to each extended field, and carry \(\psi\), hence \(m\), continuously across the edge.

```lean
/-- The Schrödinger equation `i ψ' = H(t) ψ`, solved for `ψ'`, at all times. -/
def SolvesSchrodinger (H : ℝ → Matrix n n ℂ) (ψ : ℝ → n → ℂ) : Prop :=
  ∀ t, HasDerivAt ψ ((-Complex.I) • (H t *ᵥ ψ t)) t
```

**Q:** Taking real parts could hide an imaginary piece.

**A:** The first theorem excludes that. Hermiticity gives \(\langle J_i\psi,\psi\rangle=\langle\psi,J_i\psi\rangle\), which is the step `e`. The left side is the complex conjugate of the right, so the number is real.

```lean
/-- For a spin triple the expectation values `⟨ψ, Jᵢ ψ⟩` are real and equal the components
of the mean spin. -/
theorem meanSpin_eq_expect {J : Fin 3 → Matrix n n ℂ} (h : IsSpinTriple J)
    (ψ : n → ℂ) (i : Fin 3) : (meanSpin J ψ i : ℂ) = expect (J i) ψ := by
  have e : star (J i *ᵥ ψ) ⬝ᵥ ψ = star ψ ⬝ᵥ (J i *ᵥ ψ) := by
    rw [star_mulVec, (h.hermitian i).eq, ← dotProduct_mulVec]
  have s := Matrix.star_dotProduct ψ (J i *ᵥ ψ)
  rw [e] at s
  exact Complex.conj_eq_iff_re.1 s.symm
```

**Q:** Where is the product rule?

**A:** In `ehrenfest`, which holds for any Hermitian \(H(t)\). The term `key` differentiates the double sum \(\sum_{i,j}\overline{\psi_i}A_{ij}\psi_j\) component by component. Then `h1` moves \(H\) from the bra to the ket, turning \(-i\) into \(+i\), and the remaining lines assemble the commutator.

```lean
/-- Ehrenfest equation: under a Hermitian, possibly time-dependent Hamiltonian, the expectation
value of a fixed matrix `A` changes at the rate `⟨i[H, A]⟩`. -/
theorem ehrenfest {H : ℝ → Matrix n n ℂ} (hH : ∀ t, (H t).IsHermitian) {ψ : ℝ → n → ℂ}
    (hψ : SolvesSchrodinger H ψ) (A : Matrix n n ℂ) (t : ℝ) :
    HasDerivAt (fun s => expect A (ψ s))
      (expect (Complex.I • (H t * A - A * H t)) (ψ t)) t := by
  have hc := fun i => hasDerivAt_pi.1 (hψ t) i
  -- product rule for the sesquilinear form
  have key := HasDerivAt.fun_sum (u := Finset.univ) fun i _ =>
    (hc i).star.fun_mul (HasDerivAt.fun_sum (u := Finset.univ) fun j _ =>
      (hc j).const_mul (A i j))
  rw [Finset.sum_add_distrib] at key
  refine HasDerivAt.congr_deriv (f := fun s => expect A (ψ s)) key ?_
  change star ((-Complex.I) • (H t *ᵥ ψ t)) ⬝ᵥ (A *ᵥ ψ t)
    + star (ψ t) ⬝ᵥ (A *ᵥ ((-Complex.I) • (H t *ᵥ ψ t))) = _
  -- hermiticity moves `H` from the bra to the ket
  have h1 : star ((-Complex.I) • (H t *ᵥ ψ t)) ⬝ᵥ (A *ᵥ ψ t)
      = Complex.I * (star (ψ t) ⬝ᵥ ((H t * A) *ᵥ ψ t)) := by
    rw [star_smul, smul_dotProduct, star_mulVec, (hH t).eq, ← dotProduct_mulVec,
      mulVec_mulVec]
    simp
  rw [h1, mulVec_smul, dotProduct_smul, mulVec_mulVec, expect, smul_mulVec, sub_mulVec,
    dotProduct_smul, dotProduct_sub, smul_eq_mul, smul_eq_mul]
  ring
```

The commutator of two spin components follows the expansion above. `linear_combination` multiplies each of the three assumed relations by its coefficient, for instance \(a_0b_1-a_1b_0\) for `comm01`, and adds them.

```lean
/-- Spin components along two real vectors satisfy `[a·J, b·J] = i (a × b)·J`. -/
theorem spin_commutator {J : Fin 3 → Matrix n n ℂ} (h : IsSpinTriple J) (a b : Fin 3 → ℝ) :
    along J a * along J b - along J b * along J a
      = Complex.I • along J (crossProduct a b) := by
  have c0 : crossProduct a b 0 = a 1 * b 2 - a 2 * b 1 := by simp [cross_apply]
  have c1 : crossProduct a b 1 = a 2 * b 0 - a 0 * b 2 := by simp [cross_apply]
  have c2 : crossProduct a b 2 = a 0 * b 1 - a 1 * b 0 := by simp [cross_apply]
  simp only [along, Fin.sum_univ_three, c0, c1, c2, Complex.ofReal_sub, Complex.ofReal_mul,
    Matrix.add_mul, Matrix.mul_add, Matrix.smul_mul, Matrix.mul_smul]
  linear_combination (norm := module)
    ((a 0 : ℂ) * b 1 - a 1 * b 0) • h.comm01 + ((a 1 : ℂ) * b 2 - a 2 * b 1) • h.comm12
      + ((a 2 : ℂ) * b 0 - a 0 * b 2) • h.comm20
```

The next lemma is linearity: the real part of \(\langle a\cdot J\rangle\) is \(a\cdot m\).

```lean
/-- The real part of the expectation value of `a · J` is the component `a · m` of the
mean spin. -/
theorem expect_along (J : Fin 3 → Matrix n n ℂ) (a : Fin 3 → ℝ) (ψ : n → ℂ) :
    (expect (along J a) ψ).re = a ⬝ᵥ meanSpin J ψ := by
  have e : expect (along J a) ψ = ∑ i, (a i : ℂ) * expect (J i) ψ := by
    simp only [expect, along, Fin.sum_univ_three, add_mulVec, smul_mulVec, dotProduct_add,
      dotProduct_smul, smul_eq_mul]
  rw [e]
  change _ = ∑ i, a i * (expect (J i) ψ).re
  simp only [Complex.re_sum, Complex.re_ofReal_mul]
```

**Q:** So the main theorem only has to combine these?

**A:** Yes. `hH` checks that \(b\cdot J\) is Hermitian, which uses that \(b\) is real. For each fixed axis \(a\), `hop` is the identity \(i[b\cdot J,a\cdot J]=(a\times b)\cdot J\), and `hr` takes the real part of the Ehrenfest equation. The closing `ring` in `comp` verifies \((a\times b)\cdot m=a\cdot(b\times m)\), and `Pi.single i 1` is the coordinate axis \(e_i\).

```lean
/-- Precession law: if `i ψ' = (b(t)·J) ψ`, the mean spin obeys `m' = b(t) × m`, for any
matrix size and any time dependence of the field. -/
theorem meanSpin_precession {J : Fin 3 → Matrix n n ℂ} (h : IsSpinTriple J)
    {b : ℝ → Fin 3 → ℝ} {ψ : ℝ → n → ℂ}
    (hψ : SolvesSchrodinger (fun t => along J (b t)) ψ) (t : ℝ) :
    HasDerivAt (fun s => meanSpin J (ψ s)) (crossProduct (b t) (meanSpin J (ψ t))) t := by
  have hH : ∀ s, (along J (b s)).IsHermitian := by
    intro s
    have hJ : ∀ i, (J i)ᴴ = J i := fun i => (h.hermitian i).eq
    simp [Matrix.IsHermitian, along, conjTranspose_sum, conjTranspose_smul, hJ]
  -- the law for the component along an arbitrary fixed axis
  have comp : ∀ a : Fin 3 → ℝ, HasDerivAt (fun s => a ⬝ᵥ meanSpin J (ψ s))
      (a ⬝ᵥ crossProduct (b t) (meanSpin J (ψ t))) t := by
    intro a
    have hE := ehrenfest hH hψ (along J a) t
    have hop : Complex.I • (along J (b t) * along J a - along J a * along J (b t))
        = along J (crossProduct a (b t)) := by
      rw [← neg_sub, spin_commutator h a, smul_neg, smul_smul, Complex.I_mul_I, neg_smul,
        one_smul, neg_neg]
    rw [hop] at hE
    have hr : HasDerivAt (fun s => (expect (along J a) (ψ s)).re)
        (expect (along J (crossProduct a (b t))) (ψ t)).re t :=
      Complex.reCLM.hasFDerivAt.comp_hasDerivAt t hE
    simp only [expect_along] at hr
    refine hr.congr_deriv ?_
    simp [cross_apply, dotProduct, Fin.sum_univ_three]
    ring
  -- choose the coordinate axes
  refine hasDerivAt_pi.2 fun i => ?_
  simpa only [single_dotProduct, one_mul] using comp (Pi.single i 1)
```

**Q:** What can I test in my code with this?

**A:** Propagate the full \(\psi\) once, compute \(m\) from it, and compare with the three-component integration from the same initial \(m\). For a smooth field the two should agree up to the time-step errors. There are also two scalar checks, both resting on the product rule for a dot product.

```lean
/-- Product rule for the scalar product of two moving vectors. -/
theorem hasDerivAt_dot {u v : ℝ → Fin 3 → ℝ} {u' v' : Fin 3 → ℝ} {t : ℝ}
    (hu : HasDerivAt u u' t) (hv : HasDerivAt v v' t) :
    HasDerivAt (fun s => u s ⬝ᵥ v s) (u' ⬝ᵥ v t + u t ⬝ᵥ v') t := by
  have key := HasDerivAt.fun_sum (u := Finset.univ) fun i _ =>
    (hasDerivAt_pi.1 hu i).fun_mul (hasDerivAt_pi.1 hv i)
  rw [Finset.sum_add_distrib] at key
  exact key
```

The first concerns two spins in the same field, with mean spins \(m\) and \(p\). Their scalar product is constant, because

\[
(m\cdot p)'=(b\times m)\cdot p+m\cdot(b\times p)=b\cdot(m\times p)+b\cdot(p\times m)=0 .
\]

The matrix sizes may differ, so a spin-1/2 and a spin-7/2 can be compared, provided that both have the same \(b\), hence the same \(\gamma\) in a common magnetic field. Taking the same system twice shows that \(|m|\) is constant. In Lean, `hd` is the vanishing derivative, and a function whose derivative is zero everywhere is constant.

```lean
/-- Two spins, possibly of different matrix size, evolving in the same field keep the scalar
product of their mean spins constant in time. -/
theorem meanSpin_dot_conserved {J : Fin 3 → Matrix n n ℂ} {K : Fin 3 → Matrix k k ℂ}
    (hJ : IsSpinTriple J) (hK : IsSpinTriple K) {b : ℝ → Fin 3 → ℝ}
    {ψ : ℝ → n → ℂ} {φ : ℝ → k → ℂ}
    (hψ : SolvesSchrodinger (fun t => along J (b t)) ψ)
    (hφ : SolvesSchrodinger (fun t => along K (b t)) φ) (s t : ℝ) :
    meanSpin J (ψ s) ⬝ᵥ meanSpin K (φ s) = meanSpin J (ψ t) ⬝ᵥ meanSpin K (φ t) := by
  have hd : ∀ r, HasDerivAt (fun r => meanSpin J (ψ r) ⬝ᵥ meanSpin K (φ r)) 0 r := by
    intro r
    refine (hasDerivAt_dot (meanSpin_precession hJ hψ r)
      (meanSpin_precession hK hφ r)).congr_deriv ?_
    simp [cross_apply, dotProduct, Fin.sum_univ_three]
    ring
  exact is_const_of_deriv_eq_zero (fun r => (hd r).differentiableAt) (fun r => (hd r).deriv) s t
```

The second check is the mean energy \(b\cdot m\). Its derivative is \(b'\cdot m+b\cdot(b\times m)\), and the last term vanishes because the torque is perpendicular to the field. Here \(b\) must be differentiable at the time considered.

```lean
/-- The mean energy `b · m` changes at the rate `b' · m`. -/
theorem meanEnergy_rate {J : Fin 3 → Matrix n n ℂ} (h : IsSpinTriple J)
    {b : ℝ → Fin 3 → ℝ} {ψ : ℝ → n → ℂ}
    (hψ : SolvesSchrodinger (fun t => along J (b t)) ψ) {b' : Fin 3 → ℝ} {t : ℝ}
    (hb : HasDerivAt b b' t) :
    HasDerivAt (fun s => b s ⬝ᵥ meanSpin J (ψ s)) (b' ⬝ᵥ meanSpin J (ψ t)) t := by
  refine (hasDerivAt_dot hb (meanSpin_precession h hψ t)).congr_deriv ?_
  -- the torque is perpendicular to the field
  rw [dot_self_cross, add_zero]
```

**Q:** Is there at least one moving example that meets all the assumptions?

**A:** Spin one-half in a constant field \(\omega\) along the third axis, which is index 2 in the code.

```lean
/-- The spin one-half matrices. -/
def spinHalf : Fin 3 → Matrix (Fin 2) (Fin 2) ℂ :=
  ![!![0, 1 / 2; 1 / 2, 0], !![0, -Complex.I / 2; Complex.I / 2, 0], !![1 / 2, 0; 0, -1 / 2]]
```

The state has components \(e^{-i\omega t/2}\) and \(e^{i\omega t/2}\), an equal superposition with squared norm 2. After normalisation its mean spin is \(\tfrac12(\cos\omega t,\sin\omega t,0)\), which turns about the field at the rate \(\omega\). The proof checks hermiticity and the commutators entry by entry, then differentiates the two exponentials.

```lean
/-- The spin one-half matrices form a spin triple, and in a constant field `ω` along the third
axis the state with components `exp(-iωt/2)` and `exp(iωt/2)` solves the Schrödinger equation. -/
theorem spinHalf_witness (ω : ℝ) :
    IsSpinTriple spinHalf ∧
    SolvesSchrodinger (fun _ => along spinHalf ![0, 0, ω])
      (fun t => ![Complex.exp (-(Complex.I * ω / 2) * t), Complex.exp (Complex.I * ω / 2 * t)]) := by
  refine ⟨⟨?_, ?_, ?_, ?_⟩, ?_⟩
  · intro i
    apply Matrix.IsHermitian.ext
    intro j l
    fin_cases i <;> fin_cases j <;> fin_cases l <;> simp [spinHalf]
  iterate 3
    · ext i j
      fin_cases i <;> fin_cases j <;>
        simp [spinHalf] <;> ring_nf <;>
        simp [Complex.I_sq] <;> norm_num
  · intro t
    have e : ∀ c : ℂ, HasDerivAt (fun s : ℝ => Complex.exp (c * s))
        (c * Complex.exp (c * t)) t := by
      intro c
      have h := ((hasDerivAt_id (t : ℂ)).const_mul c).cexp.comp_ofReal
      simpa [mul_comm] using h
    refine hasDerivAt_pi.2 fun i => ?_
    fin_cases i
    · refine (e (-(Complex.I * ω / 2))).congr_deriv ?_
      simp [along, spinHalf, Fin.sum_univ_three]
      ring
    · refine (e (Complex.I * ω / 2)).congr_deriv ?_
      simp [along, spinHalf, Fin.sum_univ_three]
      ring

end

end MeanSpinTorque
```

**Q:** When does my three-number shortcut fail?

**A:** It can fail once the Hamiltonian has terms beyond \(b(t)\cdot J\), although a multiple of the identity does no harm. A quadrupole term such as \(J_2^2\) on your spin-7/2 brings products like \(J_0J_2+J_2J_0\) into the equation for \(m\), and three numbers are then generally too few. Couplings between spins and relaxation also lie beyond these theorems. Even where the law holds, \(m\) doesn't in general determine the state of a spin-7/2, so variances and transition probabilities can't in general be computed from \(m\) alone. Within those limits, the result justifies classical vector propagation in spin-dynamics simulations of a finite-dimensional spin driven only by a prescribed field.

```lean
#print axioms MeanSpinTorque.meanSpin_eq_expect
-- 'MeanSpinTorque.meanSpin_eq_expect' depends on axioms: [propext, Classical.choice, Quot.sound]
#print axioms MeanSpinTorque.meanSpin_precession
-- 'MeanSpinTorque.meanSpin_precession' depends on axioms: [propext, Classical.choice, Quot.sound]
#print axioms MeanSpinTorque.meanSpin_dot_conserved
-- 'MeanSpinTorque.meanSpin_dot_conserved' depends on axioms: [propext, Classical.choice, Quot.sound]
#print axioms MeanSpinTorque.meanEnergy_rate
-- 'MeanSpinTorque.meanEnergy_rate' depends on axioms: [propext, Classical.choice, Quot.sound]
```
